# Odd Γ-centred meshes miss the gapless corner of a two-band model and report a gap that closes as 1/N

Sample the Bloch Hamiltonian

$$H(x,y)=\sin x\,\sigma_x+\sin y\,\sigma_y+(2+\cos x+\cos y)\,\sigma_z$$

on a $2\times2$ mesh that contains $\Gamma$. Here $x$ and $y$ are the components of the crystal momentum, with the lattice constant set to one. Each component is $0$ or $\pi$, so the zone corner $(\pi,\pi)$ is a mesh point. All three coefficients vanish there, and the two levels touch.

Now use a $3\times3$ mesh. Each component is $0$ or $\pm2\pi/3$, with cosine $1$ or $-\tfrac12$, and the corner is missed. The closest approach is at $x=y=2\pi/3$, where the coefficients are $\tfrac{\sqrt3}{2},\tfrac{\sqrt3}{2},1$. Their vector has length $\sqrt{5/2}$, so the levels are $2\sqrt{5/2}=\sqrt{10}\approx3.16$ apart. The finer mesh reports a gap in a gapless spectrum. The same happens for every odd mesh.

In Lean 4 with Mathlib:

```lean
import Mathlib

open Filter
open scoped Real Topology

namespace FalseGapOddMesh

noncomputable section
```

## The Hamiltonian and its two levels

The Pauli matrices are written out as $2\times2$ complex matrices.

```lean
/-- The Pauli matrix `σ_x`. -/
def σx : Matrix (Fin 2) (Fin 2) ℂ := !![0, 1; 1, 0]

/-- The Pauli matrix `σ_y`. -/
def σy : Matrix (Fin 2) (Fin 2) ℂ := !![0, -Complex.I; Complex.I, 0]

/-- The Pauli matrix `σ_z`. -/
def σz : Matrix (Fin 2) (Fin 2) ℂ := !![1, 0; 0, -1]
```

If they act on spin, the sine terms are a spin-orbit coupling and the cosine terms a spin-dependent hopping. The constant $2$ is then the strength of a uniform exchange field, which alone would split the two spins by $4$, in energy units where the hopping amplitude between neighbouring sites has magnitude $\tfrac12$. It is tuned to the value at which the gap closes at the corner. With a general constant $m$ in its place, the corner separation is $2|m-2|$, and the Chern number of the lower band changes as $m$ passes through $2$; that change is the transition meant in the name of the final theorem, `false_gap_at_transition`, but no Chern number enters the formal development.

```lean
/-- The Bloch Hamiltonian `sin x σ_x + sin y σ_y + (2 + cos x + cos y) σ_z`
at crystal momentum `(x, y)`. -/
def hamiltonian (x y : ℝ) : Matrix (Fin 2) (Fin 2) ℂ :=
  ((Real.sin x : ℝ) : ℂ) • σx + ((Real.sin y : ℝ) : ℂ) • σy
    + ((2 + Real.cos x + Real.cos y : ℝ) : ℂ) • σz
```

Write $d=(\sin x,\ \sin y,\ 2+\cos x+\cos y)$ for the coefficient vector and $E(x,y)=|d|$ for its length.

```lean
/-- The length of the vector of Pauli coefficients of the Hamiltonian. -/
def bandEnergy (x y : ℝ) : ℝ :=
  √(Real.sin x ^ 2 + Real.sin y ^ 2 + (2 + Real.cos x + Real.cos y) ^ 2)
```

The level separation at one momentum is $2E$.

```lean
/-- The separation of the two levels `bandEnergy` and `-bandEnergy` at `(x, y)`. -/
def directGap (x y : ℝ) : ℝ := 2 * bandEnergy x y
```

A Γ-centred mesh with $N$ divisions in each direction consists of the momenta $2\pi(a,b)/N$. The set `meshGaps N` collects the separations at all of them. The integers $a,b$ are unrestricted, which only repeats the same $N^2$ points modulo reciprocal lattice vectors.

```lean
/-- All level separations found on the Gamma-centred mesh `2π(a, b)/N`, for `N > 0`. -/
def meshGaps (N : ℕ) : Set ℝ :=
  {g | ∃ a b : ℤ, g = directGap (2 * π * a / N) (2 * π * b / N)}
```

The candidate for the odd-mesh minimum is

$$\Delta_N=4\sqrt2\,s\sqrt{1+s^2},\qquad s=\sin\frac{\pi}{2N}.$$

For $N=3$ we have $s=\tfrac12$ and $\Delta_3=\sqrt{10}$, as found above. For $N=1$ the mesh is $\Gamma$ alone and $\Delta_1=8$.

```lean
/-- The number `4√2 s √(1 + s²)` with `s = sin(π/(2N))`, for `N > 0`. -/
def falseGap (N : ℕ) : ℝ :=
  4 * √2 * Real.sin (π / (2 * N)) * √(1 + Real.sin (π / (2 * N)) ^ 2)
```

So far $2E$ is a level separation by definition. To see that $\pm E$ are the eigenvalues, expand the determinant:

$$\det(z-H)=(z-d_z)(z+d_z)-(d_x-id_y)(d_x+id_y)=z^2-|d|^2=(z-E)(z+E).$$

In the proof, `generalize` replaces the trigonometric expressions by plain real numbers. The last line then combines $E^2=|d|^2$ with $i^2=-1$.

```lean
/-- The characteristic polynomial of the Hamiltonian has the two roots
`bandEnergy` and `-bandEnergy`, counted with multiplicity. -/
theorem characteristic_polynomial (x y : ℝ) (z : ℂ) :
    (z • (1 : Matrix (Fin 2) (Fin 2) ℂ) - hamiltonian x y).det
      = (z - bandEnergy x y) * (z + bandEnergy x y) := by
  have h0 : bandEnergy x y ^ 2
      = Real.sin x ^ 2 + Real.sin y ^ 2 + (2 + Real.cos x + Real.cos y) ^ 2 :=
    Real.sq_sqrt (by positivity)
  unfold hamiltonian
  -- only the three real Pauli coefficients matter
  generalize bandEnergy x y = e at h0 ⊢
  generalize 2 + Real.cos x + Real.cos y = r at h0 ⊢
  generalize Real.sin x = p at h0 ⊢
  generalize Real.sin y = q at h0 ⊢
  have h : (e : ℂ) ^ 2 = (p : ℂ) ^ 2 + (q : ℂ) ^ 2 + (r : ℂ) ^ 2 := by exact_mod_cast h0
  rw [Matrix.det_fin_two]
  simp [σx, σy, σz]
  linear_combination h + (q : ℂ) ^ 2 * Complex.I_sq
```

## The squared separation is a product minus a constant

Expanding the square and using $\sin^2+\cos^2=1$ for each component gives

$$|d|^2=6+4\cos x+4\cos y+2\cos x\cos y=2\big[(2+\cos x)(2+\cos y)-1\big].$$

Multiplication by $4$ gives the squared separation. Both factors are at least $1$, so the separation grows with each cosine, and the minimum over a mesh is found by making each cosine as small as the mesh allows. The `linear_combination` line uses the Pythagorean identity once for $x$ and once for $y$, each with weight $4$.

```lean
/-- The squared level separation factorises into one term for each momentum component,
up to a constant. -/
theorem directGap_sq (x y : ℝ) :
    directGap x y ^ 2 = 8 * ((2 + Real.cos x) * (2 + Real.cos y) - 1) := by
  rw [directGap, bandEnergy, mul_pow, Real.sq_sqrt (by positivity)]
  linear_combination 4 * Real.sin_sq_add_cos_sq x + 4 * Real.sin_sq_add_cos_sq y
```

## How close an odd mesh comes to the zone boundary

Let $N$ be odd. Measured from the zone boundary, a momentum component is

$$\frac{2\pi a}{N}=\frac{\pi(2a+N)}{N}-\pi .$$

The integer $2a+N$ is odd. Divide it by $2N$, so that $2a+N=r+2Nq$ with $0\le r<2N$. The remainder $r$ is odd too, hence $1\le r\le 2N-1$, and

$$\cos\frac{2\pi a}{N}=-\cos\frac{\pi r}{N}.$$

It remains to show $\cos(\pi r/N)\le\cos(\pi/N)$. For $r\le N$ this holds because the cosine decreases on $[0,\pi]$. For $r\ge N$, replace $r$ by $2N-r$, which leaves the cosine unchanged and lies between $1$ and $N$. Therefore $\cos(2\pi a/N)\ge-\cos(\pi/N)$.

In the code, `key` is the monotonicity step, `omega` obtains $r\ge1$ from parity, and `rcases` separates the two ranges of $r$.

```lean
/-- On a mesh with odd `N` the cosine of a momentum component is never below `-cos(π/N)`. -/
theorem cos_odd_mesh (N : ℕ) (hN : Odd N) (a : ℤ) :
    -Real.cos (π / N) ≤ Real.cos (2 * π * a / N) := by
  obtain ⟨n, hn⟩ := hN
  have hpos : (0 : ℝ) < N := by exact_mod_cast (by omega : 0 < N)
  have hNz : (0 : ℤ) < 2 * N := by omega
  have key : ∀ t : ℝ, 1 ≤ t → t ≤ N → Real.cos (π * t / N) ≤ Real.cos (π / N) := by
    intro t h1 h2
    apply Real.cos_le_cos_of_nonneg_of_le_pi (by positivity)
    · rw [div_le_iff₀ hpos]
      exact mul_le_mul_of_nonneg_left h2 Real.pi_pos.le
    · gcongr
      nlinarith [Real.pi_pos]
  -- measured from the zone boundary, the momentum is an odd multiple r of π/N
  obtain ⟨q, r, hqr, hr0, hr1⟩ :
      ∃ q r : ℤ, 2 * a + N = r + 2 * N * q ∧ 0 ≤ r ∧ r < 2 * N :=
    ⟨(2 * a + N) / (2 * N), (2 * a + N) % (2 * N), by rw [Int.emod_def]; ring,
      Int.emod_nonneg _ hNz.ne', Int.emod_lt_of_pos _ hNz⟩
  have hr : 1 ≤ r := by
    have h2 : 2 * a + N = r + 2 * (N * q) := by linarith
    generalize (N : ℤ) * q = p at h2
    omega
  have hR : (2 * a + N : ℝ) = r + 2 * N * q := by exact_mod_cast hqr
  have ha : (a : ℝ) = (r + 2 * N * q - N) / 2 := by linarith
  have e : 2 * π * a / N = (π * r / N - π) + q * (2 * π) := by
    rw [ha]
    field_simp
    ring
  rw [e, Real.cos_add_int_mul_two_pi, Real.cos_sub_pi]
  apply neg_le_neg
  have hr' : (1 : ℝ) ≤ r := by exact_mod_cast hr
  rcases le_total r (N : ℤ) with h | h
  · exact key r hr' (by exact_mod_cast h)
  · have h3 : (N : ℝ) ≤ r := by exact_mod_cast h
    have h4 : (r : ℝ) + 1 ≤ 2 * N := by exact_mod_cast (by omega : r + 1 ≤ 2 * (N : ℤ))
    have e2 : 2 * π - π * r / N = π * (2 * N - r) / N := by field_simp
    rw [← Real.cos_two_pi_sub (π * r / N), e2]
    exact key _ (by linarith) (by linarith)
```

## The size of the false gap

On $[0,\pi/2]$ the sine lies above its chord and below its tangent at the origin, so

$$\frac1N\le s\le\frac{\pi}{2N}.$$

Since $0\le s\le1$, also $1\le\sqrt{1+s^2}\le\sqrt2$. Multiplying the bounds gives

$$\frac{4\sqrt2}{N}\le\Delta_N\le\frac{4\pi}{N}.$$

The two `calc` blocks are these two multiplications. The inequalities hold for every positive $N$, although $\Delta_N$ is shown to be the mesh minimum only for odd $N$.

For large $N$ the formula approaches $2\sqrt2\,\pi/N$. This is what a linear dispersion $E\approx|\delta k|$ around the corner gives for the nearest mesh point, at distance $|\delta k|=\sqrt2\,\pi/N$.

```lean
/-- For `N > 0` the number `falseGap N` lies between `4√2/N` and `4π/N`. -/
theorem falseGap_bounds (N : ℕ) (hN : 0 < N) :
    4 * √2 / N ≤ falseGap N ∧ falseGap N ≤ 4 * π / N := by
  have h1N : (1 : ℝ) ≤ N := by exact_mod_cast hN
  have hpos : (0 : ℝ) < N := by linarith
  have hx0 : 0 ≤ π / (2 * (N : ℝ)) := by positivity
  have hx : π / (2 * (N : ℝ)) ≤ π / 2 := by
    rw [div_le_div_iff₀ (by positivity) (by positivity)]
    nlinarith [Real.pi_pos]
  -- the sine lies between its chord and its tangent
  have hlow : 1 / (N : ℝ) ≤ Real.sin (π / (2 * N)) := by
    have h := Real.mul_le_sin hx0 hx
    have e : 2 / π * (π / (2 * (N : ℝ))) = 1 / N := by field_simp
    rwa [e] at h
  have hup := Real.sin_le hx0
  have hs1 := Real.sin_le_one (π / (2 * (N : ℝ)))
  have hs0 : 0 ≤ Real.sin (π / (2 * (N : ℝ))) := le_trans (by positivity) hlow
  unfold falseGap
  generalize Real.sin (π / (2 * (N : ℝ))) = s at *
  have hr1 : 1 ≤ √(1 + s ^ 2) := (Real.le_sqrt' one_pos).2 (by nlinarith)
  have hr2 : √(1 + s ^ 2) ≤ √2 := Real.sqrt_le_sqrt (by nlinarith)
  constructor
  · calc 4 * √2 / N = 4 * √2 * (1 / N) * 1 := by ring
      _ ≤ 4 * √2 * s * √(1 + s ^ 2) := by gcongr
  · calc 4 * √2 * s * √(1 + s ^ 2) ≤ 4 * √2 * (π / (2 * N)) * √2 := by gcongr
      _ = (√2 * √2) * (2 * π / N) := by ring
      _ = 4 * π / N := by rw [Real.mul_self_sqrt (by norm_num)]; ring
```

## The exact minimum for odd $N$

Insert the smallest allowed cosine, $-\cos(\pi/N)$, for both components. With $\cos(\pi/N)=1-2s^2$,

$$8\Big[\big(2-\cos\tfrac{\pi}{N}\big)^2-1\Big]=8\big[(1+2s^2)^2-1\big]=32\,s^2(1+s^2)=\Delta_N^2 .$$

The value is attained. If $N=2n+1$, the choice $a=b=n$ gives $x=y=\pi-\pi/N$, whose cosine is exactly $-\cos(\pi/N)$.

`IsLeast` asks for both parts: that $\Delta_N$ belongs to the set of separations, and that no member is smaller. The first bullet supplies the mesh point. The second multiplies the cosine bounds for $a$ and $b$. Both compare squares, which is allowed because the separations and $\Delta_N$ are non-negative.

```lean
/-- For odd `N` the smallest level separation on the mesh is exactly `falseGap N`. -/
theorem odd_mesh_gap (N : ℕ) (hN : Odd N) : IsLeast (meshGaps N) (falseGap N) := by
  have hf0 : 0 ≤ falseGap N := le_trans (by positivity) (falseGap_bounds N hN.pos).1
  have hg0 : ∀ x y, 0 ≤ directGap x y := fun x y => by
    unfold directGap bandEnergy
    positivity
  have hf : falseGap N ^ 2 = 8 * ((2 - Real.cos (π / N)) ^ 2 - 1) := by
    have hc : Real.cos (π / N) = 1 - 2 * Real.sin (π / (2 * N)) ^ 2 := by
      rw [show π / (N : ℝ) = 2 * (π / (2 * N)) by ring, Real.cos_two_mul]
      linear_combination 2 * Real.sin_sq_add_cos_sq (π / (2 * (N : ℝ)))
    rw [hc, falseGap, mul_pow, mul_pow, mul_pow, Real.sq_sqrt (by norm_num),
      Real.sq_sqrt (by positivity)]
    ring
  constructor
  · -- attained at the mesh point next to the zone corner
    obtain ⟨n, hn⟩ := hN
    have hNr : (N : ℝ) = 2 * n + 1 := by exact_mod_cast hn
    have hne : (2 * n + 1 : ℝ) ≠ 0 := by positivity
    have e : 2 * π * ((n : ℤ) : ℝ) / N = π - π / N := by
      rw [Int.cast_natCast, hNr]
      field_simp
      ring
    refine ⟨n, n, (sq_eq_sq₀ hf0 (hg0 _ _)).1 ?_⟩
    rw [hf, directGap_sq, e, Real.cos_pi_sub]
    ring
  · rintro g ⟨a, b, rfl⟩
    apply (sq_le_sq₀ hf0 (hg0 _ _)).1
    rw [hf, directGap_sq]
    have ha := cos_odd_mesh N hN a
    have hb := cos_odd_mesh N hN b
    have hc := Real.cos_le_one (π / N)
    have h := mul_le_mul (by linarith : 2 - Real.cos (π / N) ≤ 2 + Real.cos (2 * π * a / N))
      (by linarith : 2 - Real.cos (π / N) ≤ 2 + Real.cos (2 * π * b / N))
      (by linarith) (by linarith)
    nlinarith [h]
```

## The exact minimum for even $N$

If $N=2n$ with $n>0$, then $a=b=n$ gives $x=y=\pi$. There $d=(0,0,2-1-1)=0$, so the separation is zero, and no separation is negative. The hypothesis `0 < N` excludes $N=0$, which is even but defines no mesh.

```lean
/-- For positive even `N` the smallest level separation on the mesh is zero. -/
theorem even_mesh_gap (N : ℕ) (h0 : 0 < N) (hN : Even N) : IsLeast (meshGaps N) 0 := by
  constructor
  · obtain ⟨n, hn⟩ := hN
    have hNr : (N : ℝ) = n + n := by exact_mod_cast hn
    have hn0 : (n : ℝ) ≠ 0 := by exact_mod_cast (by omega : n ≠ 0)
    have e : 2 * π * ((n : ℤ) : ℝ) / N = π := by
      rw [Int.cast_natCast, hNr, ← two_mul, mul_right_comm]
      exact mul_div_cancel_left₀ π (mul_ne_zero two_ne_zero hn0)
    refine ⟨n, n, ?_⟩
    rw [e]
    norm_num [directGap, bandEnergy]
  · rintro g ⟨a, b, rfl⟩
    unfold directGap bandEnergy
    positivity
```

## Even, odd and refined meshes together

The final theorem has three parts:

- for every positive even $N$, the smallest separation on the mesh is $0$;
- for every odd $N$, it is $\Delta_N$, and $\Delta_N>0$;
- along the odd meshes $N=2n+1$, $\Delta_N\to0$ as $n\to\infty$.

Positivity comes from the lower bound $4\sqrt2/N$. For the limit, `squeeze_zero` places $\Delta_N$ between $0$ and $4\pi/N$.

The statement concerns this one Hamiltonian, with the constant exactly $2$, on unshifted meshes with the same $N$ in both directions. For band-structure practice it gives a non-interacting two-band example in which a positive gap on a single odd mesh does not establish an insulator, while the decay with $N$, or one calculation at the corner, reveals the closure.

```lean
/-- The smallest level separation on the mesh is zero for positive even `N`, and equals the
positive number `falseGap N` for odd `N`, which tends to zero as the odd mesh is refined. -/
theorem false_gap_at_transition :
    (∀ N : ℕ, 0 < N → Even N → IsLeast (meshGaps N) 0) ∧
    (∀ N : ℕ, Odd N → IsLeast (meshGaps N) (falseGap N) ∧ 0 < falseGap N) ∧
    Tendsto (fun n : ℕ => falseGap (2 * n + 1)) atTop (𝓝 0) := by
  have hpos : ∀ N : ℕ, 0 < N → 0 < falseGap N := fun N hN => by
    have h : (0 : ℝ) < N := by exact_mod_cast hN
    exact lt_of_lt_of_le (by positivity) (falseGap_bounds N hN).1
  refine ⟨even_mesh_gap, fun N hN => ⟨odd_mesh_gap N hN, hpos N hN.pos⟩, ?_⟩
  -- squeeze between zero and 4π/N
  have hodd : Tendsto (fun n : ℕ => 2 * n + 1) atTop atTop :=
    tendsto_atTop_mono (fun n => by show n ≤ 2 * n + 1; omega) tendsto_id
  exact squeeze_zero (fun n => (hpos (2 * n + 1) (by omega)).le)
    (fun n => (falseGap_bounds (2 * n + 1) (by omega)).2)
    ((tendsto_const_div_atTop_nhds_zero_nat (4 * π)).comp hodd)

end

end FalseGapOddMesh
```

```lean
#print axioms FalseGapOddMesh.characteristic_polynomial
#print axioms FalseGapOddMesh.odd_mesh_gap
#print axioms FalseGapOddMesh.false_gap_at_transition
```

```
'FalseGapOddMesh.characteristic_polynomial' depends on axioms: [propext, Classical.choice, Quot.sound]
'FalseGapOddMesh.odd_mesh_gap' depends on axioms: [propext, Classical.choice, Quot.sound]
'FalseGapOddMesh.false_gap_at_transition' depends on axioms: [propext, Classical.choice, Quot.sound]
```
